# With stable internal coordinates, separately relaxed stiffnesses never add up to more than the relaxed stiffness of the sum

Suppose a model crystal's energy has two contributions, such as two networks of springs joining the same atoms. If each contribution's stiffness is relaxed separately and the results are added, the crystal can come out too soft: $1+1$ where the correct value is $4$, in the example at the end. In the harmonic model with finitely many coordinates and positive definite internal blocks, the error always has this sign. It vanishes exactly when both contributions have the same displacement response to strain.

## Both energies use the same coordinates

For strain $e$ and internal displacements $u$, contribution $a=1,2$ has the energy
$$E_a=\tfrac12e^TC_ae+u^TL_ae+\tfrac12u^TK_au.$$
Its Hessian $H_a$ is a real matrix on `m ⊕ n`, strain plus internal coordinates. The blocks `toBlocks₁₁`, `toBlocks₂₁` and `toBlocks₂₂` are $C_a$, $L_a$ and $K_a$. $L_a$ is a second derivative of the energy, so the force caused by strain is $-L_ae$.

```lean
import Mathlib

open Matrix

namespace RelaxedStiffnessSuperadditivity

variable {m n : Type*} [Fintype n] [DecidableEq n]
```

Minimising over $u$ gives $u=X_ae$ with $X_a=-K_a^{-1}L_a$, and the relaxed stiffness $S_a=C_a-L_a^TK_a^{-1}L_a$.

```lean
/-- Displacement response `X = -K⁻¹ L` of the internal coordinates to strain, for a Hessian with
invertible internal block `K` and coupling block `L`. -/
noncomputable def response (H : Matrix (m ⊕ n) (m ⊕ n) ℝ) : Matrix n m ℝ :=
  -(H.toBlocks₂₂⁻¹ * H.toBlocks₂₁)

/-- Relaxed stiffness `C - Lᵀ K⁻¹ L` of a symmetric Hessian with strain block `C`, coupling
block `L` and invertible internal block `K`. -/
noncomputable def relaxedStiffness (H : Matrix (m ⊕ n) (m ⊕ n) ℝ) : Matrix m m ℝ :=
  H.toBlocks₁₁ - H.toBlocks₁₂ * H.toBlocks₂₂⁻¹ * H.toBlocks₂₁
```

Driving the coordinates along $u=Ye$ instead gives the stiffness
$$D_a(Y)=C_a+L_a^TY+Y^TL_a+Y^TK_aY.$$

```lean
/-- Stiffness felt by the strain `e` when the internal coordinates are driven along `u = Y e`. -/
def drivenStiffness (H : Matrix (m ⊕ n) (m ⊕ n) ℝ) (Y : Matrix n m ℝ) : Matrix m m ℝ :=
  H.toBlocks₁₁ + H.toBlocks₁₂ * Y + Yᵀ * H.toBlocks₂₁ + Yᵀ * H.toBlocks₂₂ * Y
```

Since $D_a$ is linear in the Hessian, $D(Y)=D_1(Y)+D_2(Y)$ for $H_1+H_2$. If each contribution had its own internal coordinates, the two would relax independently and the relaxed stiffnesses would simply add.

For a real crystal, both energies must first be replaced by their second-order expansions about one reference configuration. Linear terms, omitted here, shift the minimum but leave the relaxed stiffness of this quadratic model unchanged. The positivity assumed below must also be checked for each contribution separately, because stability of the whole crystal does not guarantee it. For example, an undamped pairwise dispersion energy $-c/r^6$ with $c>0$ fails this check when all atomic displacements other than uniform translations are allowed: its Laplacian is negative, so each atom's own block of second derivatives has negative trace.

## Positive definite internal blocks: relaxation is stable

Every internal displacement must cost energy in each contribution, so uniform translations have to be removed first. By hand, this makes $K_a$ invertible and gives the force balance $K_aX_a=-L_a$. In Lean, the positive determinant supplies the inverse.

```lean
/-- For a positive definite internal block, the response balances the internal forces caused by
strain: `K X = -L`. -/
theorem force_balance {H : Matrix (m ⊕ n) (m ⊕ n) ℝ} (hK : H.toBlocks₂₂.PosDef) :
    H.toBlocks₂₂ * response H = -H.toBlocks₂₁ := by
  rw [response, Matrix.mul_neg,
    Matrix.mul_nonsing_inv_cancel_left _ _ hK.det_pos.ne'.isUnit]
```

Positivity also fixes the sign of the final inequality. With scalars $K_1=1$, $K_2=-\tfrac12$, $L_1=1$, $L_2=0$, the relaxed stiffness of the sum lies $1$ below the sum of the two, so negative internal curvature in one contribution can reverse the result.

## Symmetric Hessians: the couplings are transposes

Second derivatives commute, so the upper coupling block is $L_a^T$. Transposing the force balance gives $X_a^TK_a=-L_a^T$, and therefore
$$(Y-X_a)^TK_a(Y-X_a)=Y^TK_aY+Y^TL_a+L_a^TY-L_a^TX_a.$$
Adding $S_a=C_a+L_a^TX_a$ yields $D_a(Y)=S_a+(Y-X_a)^TK_a(Y-X_a)$. The proof obtains the transposed balance as `h2` and expands the same square.

```lean
/-- For a symmetric Hessian with positive definite internal block, driving the internal
coordinates along `Y` instead of the response `X` adds `(Y - X)ᵀ K (Y - X)` to the relaxed
stiffness. -/
theorem drivenStiffness_eq {H : Matrix (m ⊕ n) (m ⊕ n) ℝ} (hS : H.IsSymm)
    (hK : H.toBlocks₂₂.PosDef) (Y : Matrix n m ℝ) :
    drivenStiffness H Y = relaxedStiffness H +
      (Y - response H)ᵀ * H.toBlocks₂₂ * (Y - response H) := by
  have hKt : H.toBlocks₂₂ᵀ = H.toBlocks₂₂ := by
    ext i j
    exact hS.apply (Sum.inr i) (Sum.inr j)
  have hLt : H.toBlocks₂₁ᵀ = H.toBlocks₁₂ := by
    ext i j
    exact hS.apply (Sum.inl i) (Sum.inr j)
  have h1 := force_balance hK
  have h2 : (response H)ᵀ * H.toBlocks₂₂ = -H.toBlocks₁₂ := by
    have h := congrArg Matrix.transpose h1
    rw [Matrix.transpose_mul, Matrix.transpose_neg, hKt, hLt] at h
    exact h
  have h3 : relaxedStiffness H = H.toBlocks₁₁ + H.toBlocks₁₂ * response H := by
    rw [relaxedStiffness, response, Matrix.mul_neg, Matrix.mul_assoc, sub_eq_add_neg]
  -- expand the square and insert the force balance
  rw [h3, drivenStiffness, Matrix.transpose_sub, Matrix.sub_mul, h2, Matrix.mul_sub,
    Matrix.sub_mul, Matrix.sub_mul, Matrix.mul_assoc Yᵀ H.toBlocks₂₂ (response H), h1]
  simp only [Matrix.neg_mul, Matrix.mul_neg]
  abel
```

Without matching couplings the inequality can fail: for $K_1=K_2=1$, upper couplings $1,0$ and lower couplings $0,1$, the gap is $-\tfrac12$.

## Equal responses: when the stiffnesses add

Let $X$ and $S$ be the response and relaxed stiffness of $H_1+H_2$. Subtracting the separate force balances from that of the sum gives
$$K_1(X-X_1)+K_2(X-X_2)=0.$$

```lean
/-- For positive definite internal blocks, the forces left over when each system is displaced
from its own response to the response of the sum cancel each other. -/
theorem residual_forces_cancel {H₁ H₂ : Matrix (m ⊕ n) (m ⊕ n) ℝ}
    (hK₁ : H₁.toBlocks₂₂.PosDef) (hK₂ : H₂.toBlocks₂₂.PosDef) :
    H₁.toBlocks₂₂ * (response (H₁ + H₂) - response H₁) +
      H₂.toBlocks₂₂ * (response (H₁ + H₂) - response H₂) = 0 := by
  have h22 : (H₁ + H₂).toBlocks₂₂ = H₁.toBlocks₂₂ + H₂.toBlocks₂₂ := rfl
  have h21 : (H₁ + H₂).toBlocks₂₁ = H₁.toBlocks₂₁ + H₂.toBlocks₂₁ := rfl
  have h := force_balance (H := H₁ + H₂) (h22 ▸ hK₁.add hK₂)
  rw [h22, h21, Matrix.add_mul] at h
  rw [Matrix.mul_sub, Matrix.mul_sub, force_balance hK₁, force_balance hK₂]
  linear_combination (norm := abel) h
```

Setting $Y=X$ in the additive driven stiffness gives
$$S-S_1-S_2=\sum_{a=1,2}(X-X_a)^TK_a(X-X_a).$$

```lean
/-- Exact stiffness gap for symmetric Hessians with positive definite internal blocks: it is the
cost of forcing both systems to follow the common response of the sum. -/
theorem stiffness_gap {H₁ H₂ : Matrix (m ⊕ n) (m ⊕ n) ℝ} (hS₁ : H₁.IsSymm) (hS₂ : H₂.IsSymm)
    (hK₁ : H₁.toBlocks₂₂.PosDef) (hK₂ : H₂.toBlocks₂₂.PosDef) :
    relaxedStiffness (H₁ + H₂) - (relaxedStiffness H₁ + relaxedStiffness H₂) =
      (response (H₁ + H₂) - response H₁)ᵀ * H₁.toBlocks₂₂ * (response (H₁ + H₂) - response H₁) +
      (response (H₁ + H₂) - response H₂)ᵀ * H₂.toBlocks₂₂ *
        (response (H₁ + H₂) - response H₂) := by
  have h22 : (H₁ + H₂).toBlocks₂₂ = H₁.toBlocks₂₂ + H₂.toBlocks₂₂ := rfl
  have h21 : (H₁ + H₂).toBlocks₂₁ = H₁.toBlocks₂₁ + H₂.toBlocks₂₁ := rfl
  have h12 : (H₁ + H₂).toBlocks₁₂ = H₁.toBlocks₁₂ + H₂.toBlocks₁₂ := rfl
  have h11 : (H₁ + H₂).toBlocks₁₁ = H₁.toBlocks₁₁ + H₂.toBlocks₁₁ := rfl
  -- the driven stiffness is additive in the Hessian
  have hadd (Y : Matrix n m ℝ) :
      drivenStiffness (H₁ + H₂) Y = drivenStiffness H₁ Y + drivenStiffness H₂ Y := by
    simp only [drivenStiffness, h22, h21, h12, h11, Matrix.add_mul, Matrix.mul_add]
    abel
  have h := drivenStiffness_eq (hS₁.add hS₂) (h22 ▸ hK₁.add hK₂) (response (H₁ + H₂))
  rw [sub_self, Matrix.mul_zero, add_zero, hadd, drivenStiffness_eq hS₁ hK₁,
    drivenStiffness_eq hS₂ hK₂] at h
  rw [← h]
  abel
```

For one strain $e$, put $d_a=(X-X_a)e$. The gap is $\sum_a d_a^TK_ad_a$. If it vanishes, positivity forces $d_1=d_2=0$, so $X_1e=X_2e$. Conversely, equal displacements give $d_1=d_2=d$, and the product of $d$ with the cancelling forces shows that the gap is zero. The Lean statement uses $e^TSe$, twice the energy.

```lean
/-- For symmetric Hessians with positive definite internal blocks, the relaxed energies of a
given strain `e` add up exactly iff both systems respond to `e` with the same displacement. -/
theorem energy_additive_iff [Fintype m] {H₁ H₂ : Matrix (m ⊕ n) (m ⊕ n) ℝ}
    (hS₁ : H₁.IsSymm) (hS₂ : H₂.IsSymm)
    (hK₁ : H₁.toBlocks₂₂.PosDef) (hK₂ : H₂.toBlocks₂₂.PosDef) (e : m → ℝ) :
    e ⬝ᵥ relaxedStiffness (H₁ + H₂) *ᵥ e =
        e ⬝ᵥ relaxedStiffness H₁ *ᵥ e + e ⬝ᵥ relaxedStiffness H₂ *ᵥ e ↔
      response H₁ *ᵥ e = response H₂ *ᵥ e := by
  have quad (D : Matrix n m ℝ) (K : Matrix n n ℝ) :
      e ⬝ᵥ (Dᵀ * K * D) *ᵥ e = (D *ᵥ e) ⬝ᵥ K *ᵥ (D *ᵥ e) := by
    rw [← Matrix.mulVec_mulVec, ← Matrix.mulVec_mulVec, Matrix.dotProduct_mulVec e Dᵀ,
      Matrix.vecMul_transpose]
  have nonneg {K : Matrix n n ℝ} (hK : K.PosDef) (v : n → ℝ) : 0 ≤ v ⬝ᵥ K *ᵥ v := by
    simpa only [star_trivial] using hK.posSemidef.dotProduct_mulVec_nonneg v
  have zero {K : Matrix n n ℝ} (hK : K.PosDef) (v : n → ℝ) (h : v ⬝ᵥ K *ᵥ v ≤ 0) : v = 0 := by
    by_contra hv
    have hp := hK.dotProduct_mulVec_pos hv
    rw [star_trivial] at hp
    linarith
  have g := congrArg (fun M => e ⬝ᵥ M *ᵥ e) (stiffness_gap hS₁ hS₂ hK₁ hK₂)
  simp only [Matrix.sub_mulVec _ (_ + _), Matrix.add_mulVec, dotProduct_sub, dotProduct_add,
    quad] at g
  have n1 := nonneg hK₁ ((response (H₁ + H₂) - response H₁) *ᵥ e)
  have n2 := nonneg hK₂ ((response (H₁ + H₂) - response H₂) *ᵥ e)
  constructor
  · intro h
    -- both costs vanish, so both responses equal the common one
    have z1 := zero hK₁ ((response (H₁ + H₂) - response H₁) *ᵥ e) (by linarith)
    have z2 := zero hK₂ ((response (H₁ + H₂) - response H₂) *ᵥ e) (by linarith)
    rw [Matrix.sub_mulVec, sub_eq_zero] at z1 z2
    exact z1.symm.trans z2
  · intro h
    -- equal displacements: the residual forces do no net work
    have hv : (response (H₁ + H₂) - response H₁) *ᵥ e =
        (response (H₁ + H₂) - response H₂) *ᵥ e := by
      rw [Matrix.sub_mulVec, Matrix.sub_mulVec, h]
    have b := congrArg (fun M => M *ᵥ e) (residual_forces_cancel hK₁ hK₂)
    simp only [Matrix.add_mulVec, ← Matrix.mulVec_mulVec, Matrix.zero_mulVec] at b
    rw [hv] at g b
    have w := congrArg
      (fun f => ((response (H₁ + H₂) - response H₂) *ᵥ e) ⬝ᵥ f) b
    simp only [dotProduct_add, dotProduct_zero] at w
    linarith
```

The matrix theorem states the inequality in Loewner order: the difference is positive semidefinite, as a sum of two such terms. For equality, the proof tests unit strains in one direction and uses force cancellation in the other. If the responses differ, some strain has a strictly positive gap.

```lean
/-- For symmetric Hessians with positive definite internal blocks, the relaxed stiffness of the
sum is at least the sum of the relaxed stiffnesses in Loewner order, with equality iff both
systems have the same displacement response. -/
theorem relaxedStiffness_superadditive [Fintype m] {H₁ H₂ : Matrix (m ⊕ n) (m ⊕ n) ℝ}
    (hS₁ : H₁.IsSymm) (hS₂ : H₂.IsSymm)
    (hK₁ : H₁.toBlocks₂₂.PosDef) (hK₂ : H₂.toBlocks₂₂.PosDef) :
    (relaxedStiffness (H₁ + H₂) - (relaxedStiffness H₁ + relaxedStiffness H₂)).PosSemidef ∧
      (relaxedStiffness (H₁ + H₂) = relaxedStiffness H₁ + relaxedStiffness H₂ ↔
        response H₁ = response H₂) := by
  classical
  refine ⟨?_, fun h => ?_, fun h => ?_⟩
  · rw [stiffness_gap hS₁ hS₂ hK₁ hK₂]
    have p1 := hK₁.posSemidef.conjTranspose_mul_mul_same (response (H₁ + H₂) - response H₁)
    have p2 := hK₂.posSemidef.conjTranspose_mul_mul_same (response (H₁ + H₂) - response H₂)
    rw [Matrix.conjTranspose_eq_transpose_of_trivial] at p1 p2
    exact p1.add p2
  · -- test the equality on each unit strain
    ext i j
    have hj := (energy_additive_iff hS₁ hS₂ hK₁ hK₂ (Pi.single j 1)).mp
      (by rw [h, Matrix.add_mulVec, dotProduct_add])
    simpa using congrFun hj i
  · have b := residual_forces_cancel hK₁ hK₂
    rw [h] at b
    rw [← sub_eq_zero, stiffness_gap hS₁ hS₂ hK₁ hK₂, h, Matrix.mul_assoc, Matrix.mul_assoc,
      ← Matrix.mul_add, b, Matrix.mul_zero]
```

## Fully positive definite Hessians

Here each contribution is also stable against strain. This is more than the inequality needs; the proof extracts the internal block by testing the Hessian at zero strain.

```lean
/-- For positive definite Hessians, the relaxed stiffness of the sum is at least the sum of the
relaxed stiffnesses in Loewner order, with equality iff the displacement responses agree. -/
theorem relaxedStiffness_superadditive_of_posDef [Fintype m]
    {H₁ H₂ : Matrix (m ⊕ n) (m ⊕ n) ℝ} (h₁ : H₁.PosDef) (h₂ : H₂.PosDef) :
    (relaxedStiffness (H₁ + H₂) - (relaxedStiffness H₁ + relaxedStiffness H₂)).PosSemidef ∧
      (relaxedStiffness (H₁ + H₂) = relaxedStiffness H₁ + relaxedStiffness H₂ ↔
        response H₁ = response H₂) := by
  have symm {H : Matrix (m ⊕ n) (m ⊕ n) ℝ} (h : H.PosDef) : H.IsSymm :=
    (Matrix.conjTranspose_eq_transpose_of_trivial H).symm.trans h.isHermitian.eq
  -- the internal block is the Hessian tested at zero strain
  have block {H : Matrix (m ⊕ n) (m ⊕ n) ℝ} (h : H.PosDef) : H.toBlocks₂₂.PosDef := by
    rw [Matrix.posDef_iff_dotProduct_mulVec]
    refine ⟨Matrix.IsHermitian.ext fun i j => h.isHermitian.apply (Sum.inr i) (Sum.inr j),
      fun x hx => ?_⟩
    have hne : Sum.elim (0 : m → ℝ) x ≠ 0 :=
      fun h0 => hx (funext fun i => congrFun h0 (Sum.inr i))
    have hp := h.dotProduct_mulVec_pos hne
    simpa [dotProduct, Matrix.mulVec, Fintype.sum_sum_type, Matrix.toBlocks₂₂] using hp
  exact relaxedStiffness_superadditive (symm h₁) (symm h₂) (block h₁) (block h₂)
```

## One strain, one internal coordinate

In this smallest nontrivial case the gap is
$$\frac{K_1K_2}{K_1+K_2}(X_1-X_2)^2.$$
With $C_a=2$, $K_a=1$ and $L_a=\pm1$, the responses are $\mp1$ and the gap is $2$. In the sum the couplings cancel, so nothing relaxes and the stiffness stays at $4$.

```lean
/-- One strain and one internal coordinate with opposite couplings `1` and `-1`: each system has
relaxed stiffness `1`, but their sum has relaxed stiffness `4`. -/
theorem opposite_couplings :
    relaxedStiffness (fromBlocks (2 : Matrix (Fin 1) (Fin 1) ℝ) 1 1
      (1 : Matrix (Fin 1) (Fin 1) ℝ)) = 1 ∧
    relaxedStiffness (fromBlocks (2 : Matrix (Fin 1) (Fin 1) ℝ) (-1) (-1)
      (1 : Matrix (Fin 1) (Fin 1) ℝ)) = 1 ∧
    relaxedStiffness (fromBlocks (2 : Matrix (Fin 1) (Fin 1) ℝ) 1 1
        (1 : Matrix (Fin 1) (Fin 1) ℝ) +
      fromBlocks (2 : Matrix (Fin 1) (Fin 1) ℝ) (-1) (-1)
        (1 : Matrix (Fin 1) (Fin 1) ℝ)) = 4 := by
  refine ⟨?_, ?_, ?_⟩ <;> norm_num [relaxedStiffness, Matrix.fromBlocks_add]

end RelaxedStiffnessSuperadditivity
```

```lean
#print axioms RelaxedStiffnessSuperadditivity.relaxedStiffness_superadditive
#print axioms RelaxedStiffnessSuperadditivity.relaxedStiffness_superadditive_of_posDef
#print axioms RelaxedStiffnessSuperadditivity.opposite_couplings
```

```
'RelaxedStiffnessSuperadditivity.relaxedStiffness_superadditive' depends on axioms: [propext, Classical.choice, Quot.sound]
'RelaxedStiffnessSuperadditivity.relaxedStiffness_superadditive_of_posDef' depends on axioms: [propext, Classical.choice, Quot.sound]
'RelaxedStiffnessSuperadditivity.opposite_couplings' depends on axioms: [propext, Classical.choice, Quot.sound]
```
